# Hartree-Fock self-repulsion of one electron with fractional occupations of two orbitals

Take one electron in a statistical mixture of two orbitals $a$ and $b$ of the same spin, with occupations $t$ and $1-t$, in a finite real basis. The Hartree-Fock energy expression, evaluated at the averaged density matrix $D$, gives the two-electron energy

$$E(t)=\tfrac12\operatorname{tr}\bigl(D\,(J(D)-K(D))\bigr)=t(1-t)\,(J_{ab}-K_{ab}),\qquad D=t\,aa^T+(1-t)\,bb^T .$$

Here $a$ and $b$ are coefficient vectors over spin orbitals of one spin, and the integrals $(pq|rs)$ have the usual eightfold permutation symmetry. The Coulomb and exchange matrices are

$$J(D)_{pq}=\sum_{rs}(pq|rs)D_{rs},\qquad K(D)_{pq}=\sum_{rs}(pr|qs)D_{rs},$$

and the orbital integrals are $J_{ab}=(aa|bb)$ and $K_{ab}=(ab|ab)$.

A single electron has no partner to repel it, so any nonzero value of $E(t)$ is spurious. It is the error in the two-electron energy when a one-electron Hartree-Fock calculation averages occupations over two fixed orbitals of the same spin. A superposition of $a$ and $b$ is a different case: it is a single orbital $c$ with $D=cc^T$, and its two-electron energy is zero.

## From two orbital densities to the ensemble

Put the density of $a$ into the mean field of $b$:

$$\operatorname{tr}\bigl(aa^T(J(bb^T)-K(bb^T))\bigr)=\sum_{pqrs}a_pa_qb_rb_s\,[(pq|rs)-(pr|qs)].$$

The first term is $J_{ab}$. In the second, exchanging the names $q$ and $r$ gives $\sum a_pb_qa_rb_s(pq|rs)=K_{ab}$.

Now let $D=\sum_i f_i\,c_ic_i^T$, with orbitals $c_i$ and occupations $f_i$. Since $J$ and $K$ are linear in $D$, the energy is a double sum:

$$E=\tfrac12\sum_{ij}f_if_j(J_{ij}-K_{ij})=\tfrac12\sum_{i\neq j}f_if_j(J_{ij}-K_{ij}).$$

The diagonal terms vanish because $J_{ii}$ and $K_{ii}$ are the same integral, $(c_ic_i|c_ic_i)$. For two orbitals, two cross terms remain:

$$E(t)=\tfrac12t(1-t)\,[(J_{ab}-K_{ab})+(J_{ba}-K_{ba})].$$

Permutation symmetry gives $(bb|aa)=(aa|bb)$ and $(ba|ba)=(ab|ab)$, so the two terms are equal and the result follows. If $J_{ab}\neq K_{ab}$, the product is zero only at $t=0$ and $t=1$.

The sign can be read off under zero differential overlap, where $(pq|rs)=\delta_{pq}\delta_{rs}w_{pr}$. This approximation neglects the charge density formed by the product of two different basis functions, and $w_{pr}$ is the repulsion between charges on sites $p$ and $r$. Then

$$J_{ab}-K_{ab}=\sum_{pr}w_{pr}(a_p^2b_r^2-a_pb_pa_rb_r)=\tfrac12\sum_{pr}w_{pr}(a_pb_r-a_rb_p)^2,$$

where the second equality averages the first term with its copy under $p\leftrightarrow r$, using $w_{pr}=w_{rp}$. For $w\ge0$ this is nonnegative. Since $t(1-t)=\tfrac14-(t-\tfrac12)^2$, the energy for $0\le t\le1$ lies between $0$ and $(J_{ab}-K_{ab})/4$.

## Integrals, mean fields and energy in Lean

The finite type `n` labels the basis.

```lean
import Mathlib

open Matrix

namespace FractionalSelfInteraction

noncomputable section

variable {n : Type*} [Fintype n]
```

The integrals are an arbitrary real function `g` of four indices, with `g p q r s` standing for $(pq|rs)$. Two exchanges generate the eightfold symmetry; nothing else about the Coulomb operator is assumed.

```lean
/-- Permutation symmetry of real two-electron integrals `g p q r s = (pq|rs)`; the two listed
exchanges generate all eight permutations. -/
structure EightfoldSymm (g : n → n → n → n → ℝ) : Prop where
  swap : ∀ p q r s, g p q r s = g q p r s
  pairs : ∀ p q r s, g p q r s = g r s p q
```

The two mean-field matrices are defined as linear maps, denoted by `→ₗ[ℝ]`. Each definition therefore carries proofs that it respects sums and scalar multiples.

```lean
/-- The Coulomb matrix `J(D)_pq = ∑ (pq|rs) D_rs`, linear in the density matrix. -/
def coulomb (g : n → n → n → n → ℝ) : Matrix n n ℝ →ₗ[ℝ] Matrix n n ℝ where
  toFun D := Matrix.of fun p q => ∑ r, ∑ s, g p q r s * D r s
  map_add' D E := by
    ext p q
    simp [mul_add, Finset.sum_add_distrib]
  map_smul' x D := by
    ext p q
    simp [Finset.mul_sum, mul_left_comm]

/-- The exchange matrix `K(D)_pq = ∑ (pr|qs) D_rs`, linear in the density matrix. -/
def exchange (g : n → n → n → n → ℝ) : Matrix n n ℝ →ₗ[ℝ] Matrix n n ℝ where
  toFun D := Matrix.of fun p q => ∑ r, ∑ s, g p r q s * D r s
  map_add' D E := by
    ext p q
    simp [mul_add, Finset.sum_add_distrib]
  map_smul' x D := by
    ext p q
    simp [Finset.mul_sum, mul_left_comm]
```

The energy contains only the two-electron part. One-electron terms and orbital relaxation are not modelled.

```lean
/-- The Hartree-Fock two-electron energy `tr(D (J(D) - K(D))) / 2` of a spin-orbital density. -/
def energy (g : n → n → n → n → ℝ) (D : Matrix n n ℝ) : ℝ :=
  trace (D * (coulomb g D - exchange g D)) / 2
```

Orbital integrals are contractions of `g` with four coefficient vectors. The vectors need be neither normalised nor orthogonal, although reading $D$ as the density of one electron does require normalised orbitals.

```lean
/-- The two-electron integral `(ab|cd)` over orbitals with coefficient vectors `a, b, c, d`. -/
def orbInt (g : n → n → n → n → ℝ) (a b c d : n → ℝ) : ℝ :=
  ∑ p, ∑ q, ∑ r, ∑ s, a p * b q * c r * d s * g p q r s

/-- The Coulomb integral `J_ab = (aa|bb)`. -/
def orbJ (g : n → n → n → n → ℝ) (a b : n → ℝ) : ℝ := orbInt g a a b b

/-- The exchange integral `K_ab = (ab|ab)`. -/
def orbK (g : n → n → n → n → ℝ) (a b : n → ℝ) : ℝ := orbInt g a b a b
```

## Linearity gives the ensemble formula

The first theorem is the interaction of two orbital densities. In Lean, `vecMulVec a a` is $aa^T$. The proof writes out the trace and compares the sums term by term; the extra `Finset.sum_comm` in the exchange part is the renaming of $q$ and $r$. No symmetry of `g` is needed.

```lean
/-- The density of orbital `a` in the mean field of orbital `b` has energy `J_ab - K_ab`. -/
theorem trace_pair (g : n → n → n → n → ℝ) (a b : n → ℝ) :
    trace (vecMulVec a a * (coulomb g (vecMulVec b b) - exchange g (vecMulVec b b)))
      = orbJ g a b - orbK g a b := by
  have hJ : ∀ p q, coulomb g (vecMulVec b b) p q = ∑ r, ∑ s, g p q r s * (b r * b s) :=
    fun _ _ => rfl
  have hK : ∀ p q, exchange g (vecMulVec b b) p q = ∑ r, ∑ s, g p r q s * (b r * b s) :=
    fun _ _ => rfl
  simp only [Matrix.trace, Matrix.diag_apply, Matrix.mul_apply, Matrix.sub_apply,
    vecMulVec_apply, hJ, hK]
  rw [Finset.sum_comm]
  simp only [mul_sub, Finset.sum_sub_distrib, Finset.mul_sum, orbJ, orbK, orbInt]
  congr 1
  · refine Finset.sum_congr rfl fun p _ => Finset.sum_congr rfl fun q _ =>
      Finset.sum_congr rfl fun r _ => Finset.sum_congr rfl fun s _ => ?_
    ring
  · -- the exchange contraction pairs the indices crosswise
    refine Finset.sum_congr rfl fun p _ => ?_
    rw [Finset.sum_comm]
    refine Finset.sum_congr rfl fun q _ =>
      Finset.sum_congr rfl fun r _ => Finset.sum_congr rfl fun s _ => ?_
    ring
```

The next theorem allows any finite number of orbitals and any real occupations. The set `Finset.univ.erase i` contains every index except `i`, so the statement itself shows that self-terms are absent. With only one orbital the sum is empty and the energy is zero, whatever its occupation.

```lean
/-- An ensemble of orbitals `c i` with occupations `f i` has two-electron energy
`½ ∑ f_i f_j (J_ij - K_ij)`, summed over pairs of different orbitals only. -/
theorem energy_ensemble {ι : Type*} [Fintype ι] [DecidableEq ι]
    (g : n → n → n → n → ℝ) (f : ι → ℝ) (c : ι → n → ℝ) :
    energy g (∑ i, f i • vecMulVec (c i) (c i))
      = (∑ i, ∑ j ∈ Finset.univ.erase i,
          f i * f j * (orbJ g (c i) (c j) - orbK g (c i) (c j))) / 2 := by
  unfold energy
  congr 1
  simp only [map_sum, map_smul]
  rw [← Finset.sum_sub_distrib, Matrix.sum_mul, trace_sum]
  refine Finset.sum_congr rfl fun i _ => ?_
  have hself : orbJ g (c i) (c i) - orbK g (c i) (c i) = 0 := sub_self _
  have hfull : ∑ j ∈ Finset.univ.erase i,
      f i * f j * (orbJ g (c i) (c j) - orbK g (c i) (c j))
      = ∑ j, f i * f j * (orbJ g (c i) (c j) - orbK g (c i) (c j)) := by
    -- Coulomb and exchange self-interaction cancel in the diagonal term
    rw [← Finset.add_sum_erase _ _ (Finset.mem_univ i), hself, mul_zero, zero_add]
  rw [hfull, Matrix.mul_sum, trace_sum]
  refine Finset.sum_congr rfl fun j _ => ?_
  rw [← smul_sub, Matrix.smul_mul, Matrix.mul_smul, trace_smul, trace_smul, trace_pair]
  simp only [smul_eq_mul]
  ring
```

The proof turns on the bundled linear map. Because `coulomb g` is an object of type `→ₗ[ℝ]` and not a bare function, Mathlib's general lemmas `map_sum` and `map_smul` apply to it directly. The single line `simp only [map_sum, map_smul]` turns $J(\sum_j f_j\,c_jc_j^T)$ into $\sum_j f_j\,J(c_jc_j^T)$, and does the same for $K$, without opening the sums over basis indices. The proofs stored in the fields `map_add'` and `map_smul'` are what license this step.

The remaining density factor is expanded by `Matrix.sum_mul`, and `trace_pair` evaluates each term. The step `hfull` restores the diagonal term to the sum, which is allowed because `hself` shows it to be zero.

## Merging the cross terms

Both orbital integrals are symmetric in their two orbitals. For $J$, the proof groups the four indices into two pairs, so that one exchange of sums swaps the two charge densities. For $K$, it exchanges indices within each pair and derives $(pq|rs)=(qp|sr)$ from four applications of the basic symmetries.

```lean
/-- If `g` has the eightfold symmetry, `J_ab` and `K_ab` are symmetric in the two orbitals. -/
theorem orbJ_orbK_comm {g : n → n → n → n → ℝ} (hg : EightfoldSymm g) (a b : n → ℝ) :
    orbJ g a b = orbJ g b a ∧ orbK g a b = orbK g b a := by
  constructor
  · unfold orbJ orbInt
    calc ∑ p, ∑ q, ∑ r, ∑ s, a p * a q * b r * b s * g p q r s
        = ∑ x : n × n, ∑ y : n × n,
            a x.1 * a x.2 * b y.1 * b y.2 * g x.1 x.2 y.1 y.2 := by
          simp only [Fintype.sum_prod_type]
      _ = ∑ y : n × n, ∑ x : n × n,
            a x.1 * a x.2 * b y.1 * b y.2 * g x.1 x.2 y.1 y.2 := Finset.sum_comm
      _ = ∑ y : n × n, ∑ x : n × n,
            b y.1 * b y.2 * a x.1 * a x.2 * g y.1 y.2 x.1 x.2 := by
          refine Finset.sum_congr rfl fun y _ => Finset.sum_congr rfl fun x _ => ?_
          rw [hg.pairs x.1 x.2 y.1 y.2]
          ring
      _ = _ := by simp only [Fintype.sum_prod_type]
  · unfold orbK orbInt
    rw [Finset.sum_comm]
    refine Finset.sum_congr rfl fun q _ => Finset.sum_congr rfl fun p _ => ?_
    rw [Finset.sum_comm]
    refine Finset.sum_congr rfl fun s _ => Finset.sum_congr rfl fun r _ => ?_
    have h : g p q r s = g q p s r :=
      (hg.swap p q r s).trans ((hg.pairs q p r s).trans
        ((hg.swap r s q p).trans (hg.pairs s r q p)))
    rw [h]
    ring
```

The main theorem applies the ensemble formula to the lists `![t, 1 - t]` and `![a, b]`. Erasing one of two indices leaves the other, and the symmetry lemma merges the two cross terms. The identity holds for every real $t$.

```lean
/-- For integrals with the eightfold symmetry, one electron shared between orbitals `a` and `b` with
occupations `t` and `1 - t` has two-electron energy `t (1 - t) (J_ab - K_ab)`. -/
theorem energy_fractional {g : n → n → n → n → ℝ} (hg : EightfoldSymm g)
    (a b : n → ℝ) (t : ℝ) :
    energy g (t • vecMulVec a a + (1 - t) • vecMulVec b b)
      = t * (1 - t) * (orbJ g a b - orbK g a b) := by
  have h := energy_ensemble g ![t, 1 - t] ![a, b]
  have e0 : (Finset.univ : Finset (Fin 2)).erase 0 = {1} := by decide
  have e1 : (Finset.univ : Finset (Fin 2)).erase 1 = {0} := by decide
  simp only [Fin.sum_univ_two, e0, e1, Finset.sum_singleton, Matrix.cons_val_zero,
    Matrix.cons_val_one] at h
  rw [h, (orbJ_orbK_comm hg b a).1, (orbJ_orbK_comm hg b a).2]
  ring
```

The symmetry hypothesis does real work. Take two sites, labelled 0 and 1, and let $(00|11)=1$ be the only nonzero integral, so that exchange of the two pairs fails. For the site orbitals $a=(1,0)$ and $b=(0,1)$, we have $J_{ab}=1$ and $K_{ab}=0$, and the formula would give $t(1-t)$. But $D=\mathrm{diag}(t,1-t)$, the only nonzero entry of $J(D)$ is $J(D)_{00}=1-t$, and $K(D)=0$. The energy is $t(1-t)/2$, half the predicted value for $0<t<1$.

The zeros of the energy follow from the factorised form. The condition `hab` says that the two orbitals have a net interaction; it excludes, for instance, $a=b$.

```lean
/-- For integrals with the eightfold symmetry and `J_ab ≠ K_ab`, the two-electron energy of `t aaᵀ +
(1 - t) bbᵀ` vanishes exactly when `t = 0` or `t = 1`. -/
theorem energy_eq_zero_iff {g : n → n → n → n → ℝ} (hg : EightfoldSymm g)
    {a b : n → ℝ} (hab : orbJ g a b ≠ orbK g a b) (t : ℝ) :
    energy g (t • vecMulVec a a + (1 - t) • vecMulVec b b) = 0 ↔ t = 0 ∨ t = 1 := by
  rw [energy_fractional hg, mul_eq_zero, or_iff_left (sub_ne_zero.mpr hab), mul_eq_zero,
    sub_eq_zero, eq_comm (a := (1 : ℝ))]
```

## Sign and size under zero differential overlap

The function `zdo w` encodes the two Kronecker deltas, and a symmetric `w` gives it the required permutation symmetry.

```lean
/-- Zero-differential-overlap integrals `(pq|rs) = δ_pq δ_rs w_pr` with site repulsion `w`. -/
def zdo [DecidableEq n] (w : n → n → ℝ) (p q r s : n) : ℝ :=
  if p = q then (if r = s then w p r else 0) else 0

omit [Fintype n] in
/-- Zero-differential-overlap integrals with symmetric `w` have the eightfold symmetry. -/
theorem zdo_symm [DecidableEq n] {w : n → n → ℝ} (hw : ∀ p r, w p r = w r p) :
    EightfoldSymm (zdo w) where
  swap p q r s := by
    by_cases h : p = q
    · subst h
      rfl
    · simp [zdo, h, Ne.symm h]
  pairs p q r s := by
    by_cases hp : p = q <;> by_cases hr : r = s <;> simp [zdo, hp, hr, hw q s]
```

In the next proof, `hint` collapses the four sums to two, `h1` exchanges the site labels, and `h2` expands the square. Terms with $p=r$ vanish in the result, so the same-site repulsion $w_{pp}$ does not contribute.

```lean
/-- For zero differential overlap with symmetric `w`, `J_ab - K_ab = ½ ∑ w_pr (a_p b_r - a_r b_p)²`.
-/
theorem zdo_J_sub_K [DecidableEq n] {w : n → n → ℝ} (hw : ∀ p r, w p r = w r p)
    (a b : n → ℝ) :
    orbJ (zdo w) a b - orbK (zdo w) a b
      = (∑ p, ∑ r, w p r * (a p * b r - a r * b p) ^ 2) / 2 := by
  have hint : ∀ a b c d : n → ℝ,
      orbInt (zdo w) a b c d = ∑ p, ∑ r, a p * b p * c r * d r * w p r := by
    intro a b c d
    refine Finset.sum_congr rfl fun p _ => ?_
    rw [Finset.sum_eq_single p]
    · refine Finset.sum_congr rfl fun r _ => ?_
      rw [Finset.sum_eq_single r]
      · simp [zdo]
      · intro s _ hs
        simp [zdo, hs.symm]
      · simp
    · intro q _ hq
      simp [zdo, hq.symm]
    · simp
  have h1 : ∑ p, ∑ r, a p * a p * b r * b r * w p r
      = ∑ p, ∑ r, a r * a r * b p * b p * w p r := by
    rw [Finset.sum_comm]
    refine Finset.sum_congr rfl fun p _ => Finset.sum_congr rfl fun r _ => ?_
    rw [hw r p]
  -- expand the squared two-orbital determinant
  have h2 : ∑ p, ∑ r, w p r * (a p * b r - a r * b p) ^ 2
      = ∑ p, ∑ r, a p * a p * b r * b r * w p r + ∑ p, ∑ r, a r * a r * b p * b p * w p r
        - 2 * ∑ p, ∑ r, a p * b p * a r * b r * w p r := by
    simp only [Finset.mul_sum, ← Finset.sum_add_distrib, ← Finset.sum_sub_distrib]
    refine Finset.sum_congr rfl fun p _ => Finset.sum_congr rfl fun r _ => ?_
    ring
  rw [orbJ, orbK, hint, hint]
  linarith
```

The bounds assume a nonnegative site repulsion and $0\le t\le1$. The upper bound comes from $\tfrac14-t(1-t)=\tfrac14(2t-1)^2$, which is the square supplied to `nlinarith`; it is reached at $t=\tfrac12$.

```lean
/-- For a symmetric, nonnegative site repulsion and `0 ≤ t ≤ 1`, the two-electron energy of the
shared electron lies between zero and `(J_ab - K_ab) / 4`. -/
theorem energy_bounds [DecidableEq n] {w : n → n → ℝ} (hw : ∀ p r, w p r = w r p)
    (hpos : ∀ p r, 0 ≤ w p r) (a b : n → ℝ) {t : ℝ} (h0 : 0 ≤ t) (h1 : t ≤ 1) :
    0 ≤ energy (zdo w) (t • vecMulVec a a + (1 - t) • vecMulVec b b) ∧
    energy (zdo w) (t • vecMulVec a a + (1 - t) • vecMulVec b b)
      ≤ (orbJ (zdo w) a b - orbK (zdo w) a b) / 4 := by
  have hX : 0 ≤ orbJ (zdo w) a b - orbK (zdo w) a b := by
    rw [zdo_J_sub_K hw]
    exact div_nonneg (Finset.sum_nonneg fun p _ => Finset.sum_nonneg fun r _ =>
      mul_nonneg (hpos p r) (sq_nonneg _)) (by norm_num)
  rw [energy_fractional (zdo_symm hw)]
  refine ⟨mul_nonneg (mul_nonneg h0 (sub_nonneg.mpr h1)) hX, ?_⟩
  nlinarith [mul_nonneg hX (sq_nonneg (2 * t - 1))]
```

For two sites with all $w_{pr}=1$, the site orbitals have $J_{ab}-K_{ab}=1$. The energy is then $t(1-t)$, which equals $\tfrac14$ in units of the site repulsion when the two occupations are equal.

```lean
/-- Two sites with unit repulsion: the integrals have the eightfold symmetry, and an electron
shared between the two site orbitals has two-electron energy `t (1 - t)`. -/
theorem two_site_witness (t : ℝ) :
    EightfoldSymm (zdo (fun _ _ : Fin 2 => (1 : ℝ))) ∧
    energy (zdo (fun _ _ : Fin 2 => (1 : ℝ)))
      (t • vecMulVec ![1, 0] ![1, 0] + (1 - t) • vecMulVec ![0, 1] ![0, 1])
      = t * (1 - t) := by
  have hs : EightfoldSymm (zdo (fun _ _ : Fin 2 => (1 : ℝ))) := zdo_symm fun _ _ => rfl
  have hJK : orbJ (zdo (fun _ _ : Fin 2 => (1 : ℝ))) ![1, 0] ![0, 1]
      - orbK (zdo (fun _ _ : Fin 2 => (1 : ℝ))) ![1, 0] ![0, 1] = 1 := by
    rw [zdo_J_sub_K fun _ _ => rfl]
    norm_num [Fin.sum_univ_two]
  exact ⟨hs, by rw [energy_fractional hs, hJK, mul_one]⟩

end

end FractionalSelfInteraction
```

```lean
#print axioms FractionalSelfInteraction.energy_fractional
#print axioms FractionalSelfInteraction.energy_eq_zero_iff
#print axioms FractionalSelfInteraction.energy_bounds
```

```
'FractionalSelfInteraction.energy_fractional' depends on axioms: [propext, Classical.choice, Quot.sound]
'FractionalSelfInteraction.energy_eq_zero_iff' depends on axioms: [propext, Classical.choice, Quot.sound]
'FractionalSelfInteraction.energy_bounds' depends on axioms: [propext, Classical.choice, Quot.sound]
```
